# For a differentiable real self-energy that nowhere increases with frequency, omitting the renormalization factor never underestimates the quasiparticle shift

Let a real self-energy correction S be differentiable on the whole real line with −b ≤ S′ ≤ 0. Then for every mean-field energy e the equation w = e + S(w) has exactly one solution, and its shift is w − e = z S(e) for some z between 1/(1+b) and 1, so |S(e)| is never smaller than |w − e|.

```lean
import Mathlib

open Set

namespace QuasiparticleShift

noncomputable section

/-- The quasiparticle equation `w = e + S(w)` for the mean-field energy `e` and the
self-energy correction `S`. -/
def IsQuasiparticle (S : ℝ → ℝ) (e w : ℝ) : Prop := w = e + S w

/-- The renormalization factor `Z = 1 / (1 - s)` for a self-energy of slope `s ≠ 1`. -/
def renormFactor (s : ℝ) : ℝ := 1 / (1 - s)

/-- A self-energy correction that is affine in the frequency, with value `a` at the
mean-field energy `e` and slope `s`. -/
def affineSelfEnergy (e a s : ℝ) (x : ℝ) : ℝ := a + s * (x - e)

/-- The change of a differentiable self-energy between two frequencies is its slope at some
frequency times their difference. -/
theorem mean_slope {S S' : ℝ → ℝ} (hS : ∀ x, HasDerivAt S (S' x) x) (u v : ℝ) :
    ∃ x, S v - S u = S' x * (v - u) := by
  rcases lt_trichotomy u v with h | h | h
  · obtain ⟨x, _, hx⟩ := exists_hasDerivAt_eq_slope S S' h
      (fun y _ => (hS y).continuousAt.continuousWithinAt) (fun y _ => hS y)
    rw [eq_div_iff (sub_ne_zero.2 h.ne')] at hx
    exact ⟨x, hx.symm⟩
  · subst h
    exact ⟨u, by simp⟩
  · obtain ⟨x, _, hx⟩ := exists_hasDerivAt_eq_slope S S' h
      (fun y _ => (hS y).continuousAt.continuousWithinAt) (fun y _ => hS y)
    rw [eq_div_iff (sub_ne_zero.2 h.ne')] at hx
    exact ⟨x, by linear_combination hx⟩

/-- If the slope of the self-energy is between `-b` and `0`, the renormalization factor is
between `1 / (1 + b)` and `1`. -/
theorem renormFactor_mem {b s : ℝ} (hlow : -b ≤ s) (hneg : s ≤ 0) :
    renormFactor s ∈ Icc (1 / (1 + b)) 1 := by
  unfold renormFactor
  constructor
  · exact one_div_le_one_div_of_le (by linarith) (by linarith)
  · rw [div_le_one (by linarith)]
    linarith

/-- For a differentiable self-energy with nowhere positive slope, the spacing of two
quasiparticle energies is the mean-field spacing times the renormalization factor at some
frequency. -/
theorem level_spacing {S S' : ℝ → ℝ} (hS : ∀ x, HasDerivAt S (S' x) x)
    (hneg : ∀ x, S' x ≤ 0) {e₁ e₂ w₁ w₂ : ℝ}
    (h₁ : IsQuasiparticle S e₁ w₁) (h₂ : IsQuasiparticle S e₂ w₂) :
    ∃ x, w₂ - w₁ = renormFactor (S' x) * (e₂ - e₁) := by
  obtain ⟨x, hx⟩ := mean_slope hS w₁ w₂
  have hne : 1 - S' x ≠ 0 := by linarith [hneg x]
  have key : renormFactor (S' x) * (1 - S' x) = 1 := one_div_mul_cancel hne
  unfold IsQuasiparticle at h₁ h₂
  exact ⟨x, by
    linear_combination renormFactor (S' x) * (h₂ - h₁ + hx) - (w₂ - w₁) * key⟩

/-- For a differentiable self-energy with nowhere positive slope, the quasiparticle equation
has exactly one solution for each mean-field energy. -/
theorem existsUnique_quasiparticle {S S' : ℝ → ℝ} (hS : ∀ x, HasDerivAt S (S' x) x)
    (hneg : ∀ x, S' x ≤ 0) (e : ℝ) : ∃! w, IsQuasiparticle S e w := by
  have hcont : Continuous S := continuous_iff_continuousAt.2 fun x => (hS x).continuousAt
  -- `e` lies between the values of `x - S x` at the frequencies `e` and `e + S e`
  have hmem : e ∈ uIcc (e - S e) (e + S e - S (e + S e)) := by
    obtain ⟨x, hx⟩ := mean_slope hS e (e + S e)
    rw [add_sub_cancel_left] at hx
    rw [mem_uIcc]
    rcases le_total 0 (S e) with h | h
    · left
      have := mul_nonneg (neg_nonneg.2 (hneg x)) h
      constructor <;> linarith
    · right
      have := mul_nonneg (neg_nonneg.2 (hneg x)) (neg_nonneg.2 h)
      constructor <;> linarith
  have hc : ContinuousOn (fun x => x - S x) (uIcc e (e + S e)) :=
    (continuous_id.sub hcont).continuousOn
  obtain ⟨w, _, hw⟩ := intermediate_value_uIcc hc hmem
  have hw' : w - S w = e := hw
  have hq : IsQuasiparticle S e w := by
    unfold IsQuasiparticle
    linarith
  refine ⟨w, hq, fun v hv => ?_⟩
  -- equal mean-field energies have zero quasiparticle spacing
  obtain ⟨x, hx⟩ := level_spacing hS hneg hq hv
  rw [sub_self, mul_zero] at hx
  linarith

/-- Let the self-energy be differentiable with slope between `-b` and `0`. Then the
quasiparticle equation has exactly one solution `w`, and the shift `w - e` is `z * S e` with
`z` between `1 / (1 + b)` and `1`. -/
theorem quasiparticle_shift {S S' : ℝ → ℝ} {b : ℝ} (hS : ∀ x, HasDerivAt S (S' x) x)
    (hlow : ∀ x, -b ≤ S' x) (hneg : ∀ x, S' x ≤ 0) (e : ℝ) :
    (∃! w, IsQuasiparticle S e w) ∧
      ∀ w, IsQuasiparticle S e w → ∃ z ∈ Icc (1 / (1 + b)) 1, w - e = z * S e := by
  refine ⟨existsUnique_quasiparticle hS hneg e, fun w hw => ?_⟩
  -- `e` itself is the quasiparticle energy of the mean-field energy `e - S e`
  have he : IsQuasiparticle S (e - S e) e := by
    unfold IsQuasiparticle
    ring
  obtain ⟨x, hx⟩ := level_spacing hS hneg he hw
  rw [sub_sub_cancel] at hx
  exact ⟨_, renormFactor_mem (hlow x) (hneg x), hx⟩

/-- For a differentiable self-energy with slope between `-b` and `0`, the unrenormalized
shift `S e` is at least as large in magnitude as the true shift, and at most `1 + b` times
as large. -/
theorem shift_bounds {S S' : ℝ → ℝ} {b e w : ℝ} (hS : ∀ x, HasDerivAt S (S' x) x)
    (hlow : ∀ x, -b ≤ S' x) (hneg : ∀ x, S' x ≤ 0) (hw : IsQuasiparticle S e w) :
    |w - e| ≤ |S e| ∧ |S e| ≤ (1 + b) * |w - e| := by
  have hb : 0 < 1 + b := by linarith [hlow 0, hneg 0]
  obtain ⟨z, ⟨hz₁, hz₂⟩, hz⟩ := (quasiparticle_shift hS hlow hneg e).2 w hw
  have hz₀ : 0 ≤ z := le_trans (one_div_pos.2 hb).le hz₁
  rw [div_le_iff₀ hb] at hz₁
  rw [hz, abs_mul, abs_of_nonneg hz₀]
  constructor
  · exact mul_le_of_le_one_left (abs_nonneg _) hz₂
  · have := mul_le_mul_of_nonneg_right hz₁ (abs_nonneg (S e))
    linarith

/-- For a differentiable self-energy with slope between `-b` and `0`, the linearized
quasiparticle energy `e + Z * S e`, with `Z` taken at `e`, is in error by at most
`b / (1 + b) * |S e|`. -/
theorem linearized_error {S S' : ℝ → ℝ} {b e w : ℝ} (hS : ∀ x, HasDerivAt S (S' x) x)
    (hlow : ∀ x, -b ≤ S' x) (hneg : ∀ x, S' x ≤ 0) (hw : IsQuasiparticle S e w) :
    |w - (e + renormFactor (S' e) * S e)| ≤ b / (1 + b) * |S e| := by
  have hb : 1 + b ≠ 0 := by linarith [hlow 0, hneg 0]
  obtain ⟨z, ⟨hz₁, hz₂⟩, hz⟩ := (quasiparticle_shift hS hlow hneg e).2 w hw
  obtain ⟨hr₁, hr₂⟩ := renormFactor_mem (hlow e) (hneg e)
  -- both factors lie in an interval of length `b / (1 + b)`
  have hlen : b / (1 + b) = 1 - 1 / (1 + b) := by
    rw [eq_sub_iff_add_eq, ← add_div, add_comm b 1, div_self hb]
  have hdiff : w - (e + renormFactor (S' e) * S e) = (z - renormFactor (S' e)) * S e := by
    linear_combination hz
  rw [hdiff, abs_mul, hlen]
  refine mul_le_mul_of_nonneg_right ?_ (abs_nonneg _)
  rw [abs_le]
  constructor <;> linarith

/-- For an affine self-energy of slope `s ≠ 1`, the linearized quasiparticle energy is the
exact and only solution. -/
theorem affine_iff {e a s w : ℝ} (hs : s ≠ 1) :
    IsQuasiparticle (affineSelfEnergy e a s) e w ↔ w = e + renormFactor s * a := by
  have key : renormFactor s * (1 - s) = 1 := one_div_mul_cancel (sub_ne_zero.2 hs.symm)
  unfold IsQuasiparticle affineSelfEnergy
  constructor
  · intro hw
    linear_combination renormFactor s * hw - (w - e) * key
  · intro hw
    linear_combination (1 - s) * hw + a * key

/-- For an affine self-energy with slope strictly between `0` and `1` and non-zero value `a`
at `e`, the unrenormalized shift `a` is smaller in magnitude than the true shift. -/
theorem underestimate_of_pos_slope {e a s w : ℝ} (h₀ : 0 < s) (h₁ : s < 1) (ha : a ≠ 0)
    (hw : IsQuasiparticle (affineSelfEnergy e a s) e w) : |a| < |w - e| := by
  have hr : 1 < renormFactor s := by
    unfold renormFactor
    rw [lt_div_iff₀ (by linarith)]
    linarith
  rw [(affine_iff h₁.ne).1 hw, add_sub_cancel_left, abs_mul,
    abs_of_pos (lt_trans one_pos hr)]
  exact lt_mul_of_one_lt_left (abs_pos.2 ha) hr

end

end QuasiparticleShift
```

```lean
#print axioms QuasiparticleShift.quasiparticle_shift
#print axioms QuasiparticleShift.shift_bounds
#print axioms QuasiparticleShift.linearized_error
#print axioms QuasiparticleShift.underestimate_of_pos_slope
```

```
'QuasiparticleShift.quasiparticle_shift' depends on axioms: [propext, Classical.choice, Quot.sound]
'QuasiparticleShift.shift_bounds' depends on axioms: [propext, Classical.choice, Quot.sound]
'QuasiparticleShift.linearized_error' depends on axioms: [propext, Classical.choice, Quot.sound]
'QuasiparticleShift.underestimate_of_pos_slope' depends on axioms: [propext, Classical.choice, Quot.sound]
```

## The quasiparticle equation and its shortcuts

A mean-field calculation gives an orbital energy e. Many-body perturbation theory, for instance the GW approximation, corrects it by a self-energy that depends on the energy being sought:

w = e + S(w).

Here S(w) is the expectation value of the self-energy in the orbital, minus that of the exchange-correlation potential (in Hartree–Fock, the exchange operator) already contained in e. Solving the equation by iteration usually takes S at several frequencies. A cheaper estimate linearizes S at e and gives e + Z S(e), with the renormalization factor Z = 1/(1 − S′(e)), which needs one value and one slope. Cheaper still is e + S(e), which omits Z. For a real, diagonal self-energy with the stated slope bounds, the theorems say in which direction this last estimate errs and by how much at most.

## What the theorems state

`IsQuasiparticle S e w` is the equation itself and says nothing about lifetime or spectral weight. The letters e and w stand for what textbooks usually write as ε and ω. The hypothesis `hS` says that `S' x` is the derivative of `S` at every real `x`; `hlow` and `hneg` are the two slope bounds. They already force b ≥ 0, so this is not assumed separately. `renormFactor s` is 1/(1 − s), a function of a slope and not of a frequency.

The main theorem, `quasiparticle_shift`, has two parts: there is exactly one solution, and for any solution `w` there is a `z` in the closed interval from 1/(1+b) to 1 with `w - e = z * S e`. This z is in general not the textbook Z, because it belongs to the slope at some unspecified frequency and not at e. `shift_bounds` restates the result for magnitudes:

|w − e| ≤ |S(e)| ≤ (1+b) |w − e|.

If b = 0, then S is constant and S(e) is the exact shift.

## Where the slope bounds come from

In a finite orbital basis, S is, for the exact self-energy and usually also in the GW approximation, a constant plus a sum of terms r/(x − p) with r ≥ 0, one for each pole p. Between poles its slope is a sum of terms −r/(x − p)², hence not positive. The constant b limits how strongly the self-energy varies with frequency, and 1/(1+b) is the smallest renormalization factor compatible with that limit.

At a pole with r > 0, S is not differentiable and its slope is unbounded nearby. A self-energy of this form with any r > 0 therefore violates the hypotheses, which concern the whole real line. The theorems apply to a pole-free model put in its place, such as an affine function of non-positive slope, or one branch continued beyond a closed interval by its tangents at the ends. With the poles present, the equation can have further solutions, which are often interpreted as satellites. The equation also neglects the imaginary part of the self-energy and its off-diagonal elements.

## Level spacings give the shift

By the mean value theorem, for any frequencies u and v there is an x with

S(v) − S(u) = S′(x)(v − u).

This is `mean_slope`. It treats u < v, u = v and u > v separately, because Mathlib's theorem expects an ordered pair of endpoints.

Now let w₁ and w₂ solve the equation for mean-field energies e₁ and e₂, with the same S. Two different orbitals generally have different S, so this is a step of the proof and not a formula for the gap between two orbitals. Subtracting the two equations gives

w₂ − w₁ = e₂ − e₁ + S′(x)(w₂ − w₁),

(1 − S′(x))(w₂ − w₁) = e₂ − e₁.

Since S′(x) ≤ 0, the factor 1 − S′(x) is at least 1, and division gives

w₂ − w₁ = (e₂ − e₁)/(1 − S′(x)).

This is `level_spacing`. In Lean the division is replaced by the identity `key`, which says that the renormalization factor times 1 − S′(x) is 1; `linear_combination` then does the algebra.

The shift follows from a special choice of the first level. The number e itself solves the quasiparticle equation for the mean-field energy e − S(e), because e = (e − S(e)) + S(e). Taking e₁ = e − S(e), w₁ = e, e₂ = e and w₂ = w gives

w − e = S(e)/(1 − S′(x)).

The slope bounds say that 1 ≤ 1 − S′(x) ≤ 1 + b. Taking reciprocals places the factor z = 1/(1 − S′(x)) between 1/(1+b) and 1, which is `renormFactor_mem`.

## One solution for each mean-field energy

Put g(x) = x − S(x), so that a solution is a point where g equals e. At the frequencies e and e + S(e),

g(e) − e = −S(e),

g(e + S(e)) − e = S(e) − S(e + S(e)) = −S′(x) S(e),

where the last step is the mean value theorem again. Because −S′(x) ≥ 0, the two right-hand sides have opposite signs or one of them vanishes. The continuous function g therefore takes the value e between the two frequencies, ends included. In `existsUnique_quasiparticle` this sign argument is `hmem`, split by the sign of S(e), and `intermediate_value_uIcc` supplies the solution. Two solutions for the same e have zero mean-field spacing, so by `level_spacing` they coincide. Only the upper slope bound is used here.

## Error bounds and the affine case

From |w − e| = z |S(e)| and z ≤ 1 follows the first inequality of `shift_bounds`; from (1+b) z ≥ 1 follows the second. For the linearized energy,

w − (e + Z S(e)) = (z − Z) S(e).

Both z and Z lie in the interval from 1/(1+b) to 1, whose length is b/(1+b). Hence the error is at most b/(1+b) · |S(e)|, as `linearized_error` states. The same bound holds with Z replaced by 1, since 1 lies in the interval too; the bound by itself therefore does not rank linearization above omitting Z.

For an affine self-energy S(x) = a + s(x − e), the equation becomes

(1 − s)(w − e) = a.

For s ≠ 1 the linearized energy e + a/(1 − s) is thus the exact and only solution, which is `affine_iff`. With b ≥ 0, the slope s = −b gives the factor 1/(1+b) and s = 0 gives 1, so both ends of the interval are attained.

If 0 < s < 1 and a ≠ 0, then 1/(1 − s) exceeds 1 and the true shift is larger in magnitude than a. This is `underestimate_of_pos_slope`. Replacing S′ ≤ 0 by S′ ≤ s, with any positive s however small, would therefore make the comparison false in general.

## The same bounds between two poles

The argument uses the slope only between the frequencies it compares, which gives a local version closer to a self-energy with poles. Suppose that S is differentiable with −b ≤ S′ ≤ 0 on an interval containing both e and e + S(e). Then g takes the value e between these two points, and it is strictly increasing on the interval, so exactly one solution lies there. The mean value theorem between e and this solution again gives w − e = z S(e) with z between 1/(1+b) and 1. Solutions beyond a pole may exist, and nothing is said about them. This local version rests on the argument just given, whereas the Lean theorems require the bounds on the whole line.
